# With a continuous potential on a shell, no radial Dirac eigenstate has both components zero at the outer wall

## Is one condition at the wall enough?

If I solve the radial Dirac equation between $a>0$ and a hard wall at $R$ and demand $P(R)=Q(R)=0$, every eigenstate disappears. Fixing only one combination of $P$ and $Q$ brings states back, but the spinor then doesn't vanish at the wall. Is the Hamiltonian still Hermitian?

## One real angle at each end keeps the operator symmetric

Yes, in the sense that $\langle u,Hv\rangle=\langle Hu,v\rangle$ for $C^1$ pairs obeying $P\cos s=Q\sin s$ at $a$ and $P\cos t=Q\sin t$ at $R$, with fixed real $s,t$. Demanding both zeros at $R$ leaves only the zero solution, at any complex energy $E$.

**Why a common zero spreads.** Let $V$ be the potential, $m$ the mass, $c\neq0$ the speed of light and $\kappa$ the angular number, with $\hbar=1$ and the rest energy included in $E$. The eigenvalue equation reads

$$P'=-\tfrac{\kappa}{r}P+\tfrac{E-V+mc^2}{c}Q,\qquad Q'=\tfrac{\kappa}{r}Q+\tfrac{V+mc^2-E}{c}P.$$

On $[a,R]$ the coefficients are continuous, so $|\kappa/r|\le A$ and the two fractions are bounded by $B$ and $C$. For $N=|P|^2+|Q|^2$,

$$|N'|=2\,|\mathrm{Re}(\overline P P'+\overline Q Q')|\le 2AN+2(B+C)|P||Q|\le KN,$$

with $K=2A+B+C$, since $2|P||Q|\le N$. Hence $Ne^{Kr}$ never decreases and $Ne^{-Kr}$ never increases. If $N(r_0)=0$, the first forces $N=0$ to the left of $r_0$, the second to the right.

**Why one condition suffices.** For $u=(P_1,Q_1)$ and $v=(P_2,Q_2)$, the potential, mass and $\kappa$ terms cancel in $\langle u,Hv\rangle-\langle Hu,v\rangle$, leaving

$$c\int_a^R\left(\overline{Q_1}P_2-\overline{P_1}Q_2\right)'dr=c\left[\overline{Q_1}P_2-\overline{P_1}Q_2\right]_a^R.$$

The condition at $R$ means $(P_i,Q_i)=\lambda_i(\sin t,\cos t)$, so the bracket there is $\overline{\lambda_1}\lambda_2(\cos t\sin t-\sin t\cos t)=0$. The same holds at $a$ with $s$.

**Reading the Lean statements.** `Model` collects the real parameters and the real local potential; `shell` is $[a,R]$. A spinor is a map `ℝ → ℂ × ℂ`, and `braket` has no $r^2$ weight because $P$ and $Q$ already contain the factor $r$. `Boundary` is the one-angle condition and `flux` the bracketed form. Symmetry is weaker than self-adjointness, and no complete spectrum is derived.

```lean
import Mathlib

open Set MeasureTheory
open scoped ComplexConjugate

namespace RadialDirac

/-- Data of a radial Dirac problem: end points `a`, `R`, angular number `κ`, mass `m`,
speed of light `c` and potential `V`. -/
structure Model where
  a : ℝ
  R : ℝ
  κ : ℝ
  m : ℝ
  c : ℝ
  V : ℝ → ℝ

/-- The radial interval `[a, R]`. -/
abbrev Model.shell (D : Model) : Set ℝ := Icc D.a D.R

/-- The radial derivative within `[a, R]`, one-sided at the end points. -/
noncomputable abbrev Model.ddr (D : Model) (f : ℝ → ℂ) (r : ℝ) : ℂ :=
  derivWithin f D.shell r

/-- The radial Dirac operator acting on a pair `u = (P, Q)`, for radii `r ≠ 0`. -/
noncomputable def Model.H (D : Model) (u : ℝ → ℂ × ℂ) (r : ℝ) : ℂ × ℂ :=
  (((D.V r : ℂ) + (D.m : ℂ) * (D.c : ℂ) ^ 2) * (u r).1
      + (D.c : ℂ) * (((D.κ / r : ℝ) : ℂ) * (u r).2 - D.ddr (fun s => (u s).2) r),
   (D.c : ℂ) * (D.ddr (fun s => (u s).1) r + ((D.κ / r : ℝ) : ℂ) * (u r).1)
      + ((D.V r : ℂ) - (D.m : ℂ) * (D.c : ℂ) ^ 2) * (u r).2)

/-- The inner product of two radial pairs on `[a, R]`. -/
noncomputable def Model.braket (D : Model) (u v : ℝ → ℂ × ℂ) : ℂ :=
  ∫ r in D.a..D.R, (conj (u r).1 * (v r).1 + conj (u r).2 * (v r).2)

/-- The single boundary condition `P cos t = Q sin t` on the values `x = (P, Q)`. -/
def Boundary (t : ℝ) (x : ℂ × ℂ) : Prop :=
  x.1 * (Real.cos t : ℂ) = x.2 * (Real.sin t : ℂ)

/-- The boundary form `Q₁* P₂ - P₁* Q₂` of two pairs of values. -/
def flux (x y : ℂ × ℂ) : ℂ := conj x.2 * y.1 - conj x.1 * y.2

/-- Inside the shell, the derivative within `[a, R]` of a differentiable function is its
ordinary derivative. -/
theorem hasDerivAt_ddr (D : Model) {f : ℝ → ℂ} (hf : DifferentiableOn ℝ f D.shell)
    {r : ℝ} (hr : r ∈ Ioo D.a D.R) : HasDerivAt f (D.ddr f r) r :=
  (hf r (Ioo_subset_Icc_self hr)).hasDerivWithinAt.hasDerivAt (Icc_mem_nhds hr.1 hr.2)

/-- If a continuous nonnegative density `N` has a derivative inside `[a, R]` of absolute value at
most `K * N`, and `N` vanishes at one point of `[a, R]`, then it vanishes on all of `[a, R]`. -/
theorem zero_of_deriv_bound {N N' : ℝ → ℝ} {a R K r₀ : ℝ} (hc : ContinuousOn N (Icc a R))
    (hd : ∀ r ∈ Ioo a R, HasDerivAt N (N' r) r) (hb : ∀ r ∈ Ioo a R, |N' r| ≤ K * N r)
    (h0 : ∀ r, 0 ≤ N r) (hr₀ : r₀ ∈ Icc a R) (hz : N r₀ = 0) : ∀ r ∈ Icc a R, N r = 0 := by
  have he : ∀ k : ℝ, ∀ r ∈ Ioo a R, HasDerivAt (fun s => N s * Real.exp (k * s))
      ((N' r + k * N r) * Real.exp (k * r)) r := by
    intro k r hr
    have h1 : HasDerivAt (fun s : ℝ => Real.exp (k * s)) (Real.exp (k * r) * (k * 1)) r :=
      ((hasDerivAt_id' r).const_mul k).exp
    exact ((hd r hr).fun_mul h1).congr_deriv (by ring)
  have hcont : ∀ k : ℝ, ContinuousOn (fun s => N s * Real.exp (k * s)) (Icc a R) :=
    fun k => hc.mul (by fun_prop)
  -- the density times exp (K r) never decreases, and times exp (-K r) it never increases
  have hup : MonotoneOn (fun s => N s * Real.exp (K * s)) (Icc a R) := by
    apply monotoneOn_of_deriv_nonneg (convex_Icc a R) (hcont K)
    · intro r hr
      rw [interior_Icc] at hr
      exact (he K r hr).differentiableAt.differentiableWithinAt
    · intro r hr
      rw [interior_Icc] at hr
      rw [(he K r hr).deriv]
      exact mul_nonneg (by linarith [neg_abs_le (N' r), hb r hr]) (Real.exp_pos _).le
  have hdown : AntitoneOn (fun s => N s * Real.exp (-K * s)) (Icc a R) := by
    apply antitoneOn_of_deriv_nonpos (convex_Icc a R) (hcont (-K))
    · intro r hr
      rw [interior_Icc] at hr
      exact (he (-K) r hr).differentiableAt.differentiableWithinAt
    · intro r hr
      rw [interior_Icc] at hr
      rw [(he (-K) r hr).deriv]
      exact mul_nonpos_of_nonpos_of_nonneg (by linarith [le_abs_self (N' r), hb r hr])
        (Real.exp_pos _).le
  intro r hr
  by_contra hne
  have hp : 0 < N r := lt_of_le_of_ne (h0 r) (Ne.symm hne)
  rcases le_total r r₀ with h | h
  · have h1 : N r * Real.exp (K * r) ≤ N r₀ * Real.exp (K * r₀) := hup hr hr₀ h
    rw [hz, zero_mul] at h1
    exact absurd h1 (not_le_of_gt (mul_pos hp (Real.exp_pos _)))
  · have h1 : N r * Real.exp (-K * r) ≤ N r₀ * Real.exp (-K * r₀) := hdown hr₀ hr h
    rw [hz, zero_mul] at h1
    exact absurd h1 (not_le_of_gt (mul_pos hp (Real.exp_pos _)))

/-- For `a > 0`, `c ≠ 0` and `V` continuous on `[a, R]`, a differentiable radial Dirac solution
with both components zero at one point of `[a, R]` vanishes on all of `[a, R]`. -/
theorem eq_zero_of_common_zero (D : Model) (ha : 0 < D.a) (hc : D.c ≠ 0)
    (hV : ContinuousOn D.V D.shell) {E : ℂ} {u : ℝ → ℂ × ℂ}
    (hu : DifferentiableOn ℝ u D.shell) (hE : ∀ r ∈ D.shell, D.H u r = E • u r)
    {r₀ : ℝ} (hr₀ : r₀ ∈ D.shell) (hz : u r₀ = 0) : ∀ r ∈ D.shell, u r = 0 := by
  have hcC : (D.c : ℂ) ≠ 0 := Complex.ofReal_ne_zero.2 hc
  have hk : ContinuousOn (fun r : ℝ => D.κ / r) D.shell :=
    continuousOn_const.div continuousOn_id (fun r hr => (ha.trans_le hr.1).ne')
  have hV' : ContinuousOn (fun r => (D.V r : ℂ)) D.shell :=
    Complex.continuous_ofReal.comp_continuousOn hV
  -- the coefficients of the first-order system are bounded on the shell
  obtain ⟨A, hA⟩ := isCompact_Icc.exists_bound_of_continuousOn hk
  obtain ⟨B, hB⟩ := isCompact_Icc.exists_bound_of_continuousOn
    (((continuousOn_const (c := E)).sub hV').add
      (continuousOn_const (c := (D.m : ℂ) * (D.c : ℂ) ^ 2)) |>.div_const (D.c : ℂ))
  obtain ⟨C, hC⟩ := isCompact_Icc.exists_bound_of_continuousOn
    ((hV'.add (continuousOn_const (c := (D.m : ℂ) * (D.c : ℂ) ^ 2))).sub
      (continuousOn_const (c := E)) |>.div_const (D.c : ℂ))
  have hB0 : 0 ≤ B := (norm_nonneg _).trans (hB r₀ hr₀)
  have hC0 : 0 ≤ C := (norm_nonneg _).trans (hC r₀ hr₀)
  have key := zero_of_deriv_bound (N := fun r => ‖(u r).1‖ ^ 2 + ‖(u r).2‖ ^ 2)
    (N' := fun r => 2 * inner ℝ (u r).1 (D.ddr (fun s => (u s).1) r)
      + 2 * inner ℝ (u r).2 (D.ddr (fun s => (u s).2) r)) (K := 2 * A + B + C)
    ((hu.continuousOn.fst.norm.pow 2).add (hu.continuousOn.snd.norm.pow 2))
    (fun r hr => (hasDerivAt_ddr D hu.fst hr).norm_sq.fun_add
      (hasDerivAt_ddr D hu.snd hr).norm_sq)
    (by
      intro r hr
      have hr' : r ∈ D.shell := Ioo_subset_Icc_self hr
      have h1 := congrArg Prod.fst (hE r hr')
      have h2 := congrArg Prod.snd (hE r hr')
      simp only [Model.H, Prod.smul_fst, Prod.smul_snd, smul_eq_mul] at h1 h2
      have hp : D.ddr (fun s => (u s).1) r = -((D.κ / r : ℝ) : ℂ) * (u r).1
          + (E - D.V r + (D.m : ℂ) * (D.c : ℂ) ^ 2) / D.c * (u r).2 := by
        have hx := mul_div_cancel₀ (E - D.V r + (D.m : ℂ) * (D.c : ℂ) ^ 2) hcC
        apply mul_left_cancel₀ hcC
        field_simp
        linear_combination h2
      have hq : D.ddr (fun s => (u s).2) r = ((D.κ / r : ℝ) : ℂ) * (u r).2
          + (D.V r + (D.m : ℂ) * (D.c : ℂ) ^ 2 - E) / D.c * (u r).1 := by
        apply mul_left_cancel₀ hcC
        field_simp
        linear_combination -h1
      have hpn : ‖D.ddr (fun s => (u s).1) r‖ ≤ A * ‖(u r).1‖ + B * ‖(u r).2‖ := by
        rw [hp]
        refine (norm_add_le _ _).trans ?_
        rw [norm_mul, norm_mul, norm_neg, Complex.norm_real]
        exact add_le_add (mul_le_mul_of_nonneg_right (hA r hr') (norm_nonneg _))
          (mul_le_mul_of_nonneg_right (hB r hr') (norm_nonneg _))
      have hqn : ‖D.ddr (fun s => (u s).2) r‖ ≤ A * ‖(u r).2‖ + C * ‖(u r).1‖ := by
        rw [hq]
        refine (norm_add_le _ _).trans ?_
        rw [norm_mul, norm_mul, Complex.norm_real]
        exact add_le_add (mul_le_mul_of_nonneg_right (hA r hr') (norm_nonneg _))
          (mul_le_mul_of_nonneg_right (hC r hr') (norm_nonneg _))
      have i1 := abs_le.1 (abs_real_inner_le_norm (u r).1 (D.ddr (fun s => (u s).1) r))
      have i2 := abs_le.1 (abs_real_inner_le_norm (u r).2 (D.ddr (fun s => (u s).2) r))
      have m1 := mul_le_mul_of_nonneg_left hpn (norm_nonneg (u r).1)
      have m2 := mul_le_mul_of_nonneg_left hqn (norm_nonneg (u r).2)
      have sq := mul_nonneg (add_nonneg hB0 hC0) (sq_nonneg (‖(u r).1‖ - ‖(u r).2‖))
      exact abs_le.2 ⟨by nlinarith [i1.1, i2.1], by nlinarith [i1.2, i2.2]⟩)
    (fun r => by positivity) hr₀ (by simp [hz])
  intro r hr
  have h : ‖(u r).1‖ ^ 2 + ‖(u r).2‖ ^ 2 = 0 := key r hr
  have e1 : ‖(u r).1‖ ^ 2 = 0 := by linarith [sq_nonneg ‖(u r).1‖, sq_nonneg ‖(u r).2‖]
  have e2 : ‖(u r).2‖ ^ 2 = 0 := by linarith
  exact Prod.ext (norm_eq_zero.1 (pow_eq_zero_iff two_ne_zero |>.1 e1))
    (norm_eq_zero.1 (pow_eq_zero_iff two_ne_zero |>.1 e2))

/-- For `a > 0`, `c ≠ 0` and `V` continuous on `[a, R]`, no nonzero differentiable eigenstate
satisfies `P(R) = Q(R) = 0`, at any complex energy. -/
theorem no_eigenstate (D : Model) (ha : 0 < D.a) (hc : D.c ≠ 0)
    (hV : ContinuousOn D.V D.shell) :
    ¬ ∃ (E : ℂ) (u : ℝ → ℂ × ℂ), DifferentiableOn ℝ u D.shell ∧
      (∀ r ∈ D.shell, D.H u r = E • u r) ∧ u D.R = 0 ∧ ∃ r ∈ D.shell, u r ≠ 0 := by
  rintro ⟨E, u, hu, hE, hz, r, hr, hne⟩
  exact hne (eq_zero_of_common_zero D ha hc hV hu hE ⟨hr.1.trans hr.2, le_rfl⟩ hz r hr)

/-- A pair of values satisfies the condition with real angle `t` exactly when its boundary form
with every pair satisfying that condition is zero. -/
theorem boundary_iff_flux (t : ℝ) (y : ℂ × ℂ) :
    Boundary t y ↔ ∀ x, Boundary t x → flux x y = 0 := by
  constructor
  · intro hy x hx
    have h1 := congrArg conj hx
    simp only [map_mul, Complex.conj_ofReal] at h1
    have h3 : (Real.cos t : ℂ) ^ 2 + (Real.sin t : ℂ) ^ 2 = 1 := by
      rw [← Complex.ofReal_pow, ← Complex.ofReal_pow, ← Complex.ofReal_add,
        Real.cos_sq_add_sin_sq, Complex.ofReal_one]
    unfold Boundary at hy
    unfold flux
    linear_combination (-(conj x.2 * y.1 - conj x.1 * y.2)) * h3
      + ((Real.cos t : ℂ) * conj x.2 + (Real.sin t : ℂ) * conj x.1) * hy
      - ((Real.cos t : ℂ) * y.2 + (Real.sin t : ℂ) * y.1) * h1
  · intro h
    -- test against the pair (sin t, cos t)
    have h1 := h ((Real.sin t : ℂ), (Real.cos t : ℂ)) (by unfold Boundary; ring)
    simp only [flux, Complex.conj_ofReal] at h1
    unfold Boundary
    linear_combination h1

/-- For `0 < a < R`, `V` continuous on `[a, R]` and C¹ pairs, the failure of symmetry of the
radial Dirac operator is `c` times the difference of the boundary form between `R` and `a`. -/
theorem green_identity (D : Model) (ha : 0 < D.a) (hR : D.a < D.R)
    (hV : ContinuousOn D.V D.shell) {u v : ℝ → ℂ × ℂ}
    (hu : ContDiffOn ℝ 1 u D.shell) (hv : ContDiffOn ℝ 1 v D.shell) :
    D.braket u (D.H v) - D.braket (D.H u) v
      = D.c * (flux (u D.R) (v D.R) - flux (u D.a) (v D.a)) := by
  have hk : ContinuousOn (fun r : ℝ => ((D.κ / r : ℝ) : ℂ)) D.shell :=
    Complex.continuous_ofReal.comp_continuousOn
      (continuousOn_const.div continuousOn_id (fun r hr => (ha.trans_le hr.1).ne'))
  have hV' : ContinuousOn (fun r => (D.V r : ℂ)) D.shell :=
    Complex.continuous_ofReal.comp_continuousOn hV
  have hH : ∀ w : ℝ → ℂ × ℂ, ContDiffOn ℝ 1 w D.shell → ContinuousOn (D.H w) D.shell := by
    intro w hw
    have d1 := hw.fst.continuousOn_derivWithin (uniqueDiffOn_Icc hR) (by norm_num)
    have d2 := hw.snd.continuousOn_derivWithin (uniqueDiffOn_Icc hR) (by norm_num)
    have w1 := hw.continuousOn.fst
    have w2 := hw.continuousOn.snd
    exact ContinuousOn.prodMk
      (((hV'.add continuousOn_const).mul w1).add (continuousOn_const.mul ((hk.mul w2).sub d2)))
      ((continuousOn_const.mul (d1.add (hk.mul w1))).add ((hV'.sub continuousOn_const).mul w2))
  have hcj : ∀ f : ℝ → ℂ, ContinuousOn f D.shell → ContinuousOn (fun r => conj (f r)) D.shell :=
    fun f hf => Complex.continuous_conj.comp_continuousOn hf
  have hint : ∀ f g : ℝ → ℂ × ℂ, ContinuousOn f D.shell → ContinuousOn g D.shell →
      IntervalIntegrable (fun r => conj (f r).1 * (g r).1 + conj (f r).2 * (g r).2)
        volume D.a D.R := fun f g hf hg =>
    ContinuousOn.intervalIntegrable_of_Icc hR.le
      (((hcj _ hf.fst).mul hg.fst).add ((hcj _ hf.snd).mul hg.snd))
  have i1 := hint u (D.H v) hu.continuousOn (hH v hv)
  have i2 := hint (D.H u) v (hH u hu) hv.continuousOn
  have hdu := hu.differentiableOn (by norm_num)
  have hdv := hv.differentiableOn (by norm_num)
  unfold Model.braket
  rw [← intervalIntegral.integral_sub i1 i2]
  -- the integrand is the derivative of c times the boundary form
  refine (intervalIntegral.integral_eq_sub_of_hasDerivAt_of_le hR.le
    (f := fun r => (D.c : ℂ) * flux (u r) (v r)) ?_ ?_ (i1.sub i2)).trans (by ring)
  · exact continuousOn_const.mul
      (((hcj _ hu.continuousOn.snd).mul hv.continuousOn.fst).sub
        ((hcj _ hu.continuousOn.fst).mul hv.continuousOn.snd))
  · intro r hr
    have a1 : HasDerivAt (fun s => conj (u s).1) (conj (D.ddr (fun s => (u s).1) r)) r :=
      (hasDerivAt_ddr D hdu.fst hr).star
    have a2 : HasDerivAt (fun s => conj (u s).2) (conj (D.ddr (fun s => (u s).2) r)) r :=
      (hasDerivAt_ddr D hdu.snd hr).star
    refine HasDerivAt.congr_deriv (((a2.fun_mul (hasDerivAt_ddr D hdv.fst hr)).fun_sub
      (a1.fun_mul (hasDerivAt_ddr D hdv.snd hr))).const_mul (D.c : ℂ)) ?_
    simp only [Model.H, map_add, map_sub, map_mul, map_pow, Complex.conj_ofReal]
    ring

/-- For `0 < a < R` and `V` continuous on `[a, R]`, the radial Dirac operator is symmetric on C¹
pairs obeying one condition of fixed real angle at each end, `s` at `a` and `t` at `R`. -/
theorem symmetric (D : Model) (ha : 0 < D.a) (hR : D.a < D.R)
    (hV : ContinuousOn D.V D.shell) (s t : ℝ) {u v : ℝ → ℂ × ℂ}
    (hu : ContDiffOn ℝ 1 u D.shell) (hv : ContDiffOn ℝ 1 v D.shell)
    (hua : Boundary s (u D.a)) (hva : Boundary s (v D.a))
    (huR : Boundary t (u D.R)) (hvR : Boundary t (v D.R)) :
    D.braket u (D.H v) = D.braket (D.H u) v := by
  apply sub_eq_zero.1
  rw [green_identity D ha hR hV hu hv, (boundary_iff_flux t _).1 hvR _ huR,
    (boundary_iff_flux s _).1 hva _ hua, sub_zero, mul_zero]

/-- For `0 < a < R` and `V` continuous on `[a, R]`, the radial Dirac operator is symmetric on C¹
pairs that vanish at `a` and obey `P(R) cos t = Q(R) sin t` with a fixed real `t`. -/
theorem symmetric_of_vanishing (D : Model) (ha : 0 < D.a) (hR : D.a < D.R)
    (hV : ContinuousOn D.V D.shell) (t : ℝ) {u v : ℝ → ℂ × ℂ}
    (hu : ContDiffOn ℝ 1 u D.shell) (hv : ContDiffOn ℝ 1 v D.shell)
    (hua : u D.a = 0) (hva : v D.a = 0)
    (huR : Boundary t (u D.R)) (hvR : Boundary t (v D.R)) :
    D.braket u (D.H v) = D.braket (D.H u) v :=
  symmetric D ha hR hV 0 t hu hv (by simp [Boundary, hua]) (by simp [Boundary, hva]) huR hvR

/-- For `0 < a < R`, the pair `P = r`, `Q = 0` is a free solution with `κ = -1` and energy `m c²`,
obeys the single condition of angle `π/2` at both ends, and is not zero at `R`. -/
theorem eigenstate_witness (a R m c : ℝ) (ha : 0 < a) (hR : a < R) :
    let D : Model := ⟨a, R, -1, m, c, fun _ => 0⟩
    let u : ℝ → ℂ × ℂ := fun r => ((r : ℂ), 0)
    (∀ r ∈ D.shell, D.H u r = ((m : ℂ) * (c : ℂ) ^ 2) • u r) ∧
      Boundary (Real.pi / 2) (u a) ∧ Boundary (Real.pi / 2) (u R) ∧ u R ≠ 0 := by
  intro D u
  refine ⟨?_, ?_, ?_, ?_⟩
  · intro r hr
    have hU : UniqueDiffWithinAt ℝ (Icc a R) r := uniqueDiffOn_Icc hR r hr
    have h0 : HasDerivAt (fun s : ℝ => (s : ℂ)) ((1 : ℝ) : ℂ) r := (hasDerivAt_id r).ofReal_comp
    have h1 := h0.hasDerivWithinAt.derivWithin hU
    have h2 := (hasDerivWithinAt_const r (Icc a R) (0 : ℂ)).derivWithin hU
    have hr0 : (r : ℂ) ≠ 0 := Complex.ofReal_ne_zero.2 (ha.trans_le hr.1).ne'
    have hk : ((-1 / r : ℝ) : ℂ) * (r : ℂ) = -1 := by
      push_cast
      field_simp
    refine Prod.ext ?_ ?_
    · change (((0 : ℝ) : ℂ) + (m : ℂ) * (c : ℂ) ^ 2) * (r : ℂ) + (c : ℂ) *
        (((-1 / r : ℝ) : ℂ) * 0 - derivWithin (fun _ : ℝ => (0 : ℂ)) (Icc a R) r)
        = (m : ℂ) * (c : ℂ) ^ 2 * (r : ℂ)
      rw [h2, Complex.ofReal_zero]
      ring
    · change (c : ℂ) * (derivWithin (fun s : ℝ => (s : ℂ)) (Icc a R) r
        + ((-1 / r : ℝ) : ℂ) * (r : ℂ)) + (((0 : ℝ) : ℂ) - (m : ℂ) * (c : ℂ) ^ 2) * 0
        = (m : ℂ) * (c : ℂ) ^ 2 * 0
      rw [h1, hk, Complex.ofReal_one]
      ring
  · simp only [u, Boundary, Real.cos_pi_div_two, Complex.ofReal_zero, mul_zero, zero_mul]
  · simp only [u, Boundary, Real.cos_pi_div_two, Complex.ofReal_zero, mul_zero, zero_mul]
  · intro h
    exact (ha.trans hR).ne' (Complex.ofReal_eq_zero.1 (congrArg Prod.fst h))

end RadialDirac
```

```lean
#print axioms RadialDirac.eq_zero_of_common_zero
-- 'RadialDirac.eq_zero_of_common_zero' depends on axioms: [propext, Classical.choice, Quot.sound]
#print axioms RadialDirac.no_eigenstate
-- 'RadialDirac.no_eigenstate' depends on axioms: [propext, Classical.choice, Quot.sound]
#print axioms RadialDirac.symmetric_of_vanishing
-- 'RadialDirac.symmetric_of_vanishing' depends on axioms: [propext, Classical.choice, Quot.sound]
```

**The proof.** `zero_of_deriv_bound` is the exponential-weight argument. `eq_zero_of_common_zero` gets $A,B,C$ from compactness, solves for the derivatives in `hp` and `hq`, and lets `nlinarith` combine the bounds using $(|P|-|Q|)^2\ge0$; `no_eigenstate` takes $r_0=R$. `green_identity` applies the fundamental theorem of calculus. `boundary_iff_flux` makes the form vanish and also gives the converse, by testing against $(\sin t,\cos t)$. Together they yield `symmetric`.

`symmetric_of_vanishing` treats pairs that are zero at $a$, but by the first argument with $r_0=a$ that domain contains no eigenstate either. So `symmetric` imposes a single condition at $a$ too, instead of two zeros. `eigenstate_witness` shows that such conditions can admit a state: for $V=0$, $\kappa=-1$, the pair $(r,0)$ has energy $mc^2$ and satisfies $Q=0$ at both ends.

**At the origin and at zero thickness.** If $a=0$ is allowed, a common zero at the origin no longer forces a solution to vanish: for $V=0$, $\kappa=-2$, the pair $(r^2,0)$ has energy $mc^2$. This doesn't rescue the double condition at $R>0$. For $a=R$ the shell is one point and `no_eigenstate` is immediate, while the symmetry theorems require $a<R$.

For relativistic Kohn–Sham orbitals of a confined heavy atom, this bears on the choice of wall condition, within a model of one electron in a fixed local potential on a shell that excludes the nucleus.
